# A positive semidefinite kernel never raises the static polarizability of a finite Casida problem with positive bare energies

## One transition

Take a single transition with bare energy \(\omega>0\), transition dipole \(x\) and interaction strength \(\kappa\ge 0\). The interaction shifts the squared excitation energy to \(w^2=\omega^2+2\omega\kappa\). Up to a constant prefactor, omitted throughout, the oscillator strength is \(f=\omega x^2\), whatever the value of \(\kappa\). The static polarizability is therefore

\[
\alpha=\frac{f}{w^2}=\frac{\omega x^2}{\omega^2+2\omega\kappa}=\frac{x^2}{\omega+2\kappa}\le\frac{x^2}{\omega}.
\]

The interaction stiffens the oscillator, and a stiffer oscillator responds less to a static field. With several transitions, the interaction can also mix them and redistribute the oscillator strength. The contribution of a single mode can then increase, so the proof below bounds the whole sum at once.

## Many coupled transitions

Let \(D\) be the diagonal matrix of bare energies \(\omega_i>0\), \(K\) a real matrix coupling the transitions, and \(x\) the vector of transition dipoles along one field direction. The Casida matrix is

\[
C=D^2+2D^{1/2}KD^{1/2}.
\]

Its orthonormal eigenvectors \(F_k\), with eigenvalues \(w_k^2\), are the columns of \(F\). Define

\[
f_k=\langle F_k,D^{1/2}x\rangle^2,\qquad \alpha=\sum_k \frac{f_k}{w_k^2},\qquad \alpha_0=\sum_i\frac{x_i^2}{\omega_i}.
\]

The kernel is assumed to satisfy \(\langle y,Ky\rangle\ge0\) for all \(y\): the kernel energy \(\langle y,Ky\rangle\) of a response \(y\) is never negative. Hartree repulsion alone has this property; an added exchange-correlation kernel can destroy it. For linear-response density-functional theory with real orbitals, a finite basis, no admixture of nonlocal exchange and such a frequency-independent kernel, the result says that coupling the bare transitions cannot increase the static polarizability.

## What is stated

In Lean, `ω`, `w` and `x` are real functions on a finite index type `n`, which labels both transitions and modes. `IsModes ω K F w` says that the columns of `F` are orthonormal eigenvectors of `casida ω K` with eigenvalues `w k ^ 2`. The modes are given, not constructed. The hypothesis `hK` is the positivity of the quadratic form; symmetry of \(K\) then follows from `IsModes` and \(\omega_i>0\). `polarizability` is \(\alpha\), without the numerical prefactors of conventional definitions.

Under these hypotheses, the main theorems say:

- `polarizability_isGreatest`: \(\alpha\) is the attained maximum of \(2\langle x,y\rangle-S(y)\), where \(S(y)=\langle y,(D+2K)y\rangle\) is the `stiffness`.
- `screening`: \(\alpha_0-2\langle D^{-1}x,KD^{-1}x\rangle\le\alpha\le\alpha_0\).
- `screening_eq_iff`: \(\alpha=\alpha_0\) exactly when \(\langle D^{-1}x,KD^{-1}x\rangle=0\).
- `polarizability_antitone`: if the quadratic form of \(K'\) is nowhere below that of \(K\), the polarizability with \(K'\) is at most that with \(K\).

## Derivation by completing squares

For any \(v\), since \(\omega_i(\sqrt{\omega_i}\,v_i)^2=\omega_i^2v_i^2\),

\[
\langle v,Cv\rangle=\sum_i\omega_i^2v_i^2+2\langle D^{1/2}v,KD^{1/2}v\rangle=S(D^{1/2}v).
\]

With mode components \(c=F^Tv\), this equals \(\sum_k w_k^2c_k^2\). Choosing \(v=F_k\) gives

\[
w_k^2=S(D^{1/2}F_k)\ge\sum_i\omega_i^2F_{ik}^2>0.
\]

Every \(y\) can be written as \(D^{1/2}v\). Put \(g=F^TD^{1/2}x\), so that \(f_k=g_k^2\) and \(\langle x,y\rangle=\langle D^{1/2}x,v\rangle=\sum_kg_kc_k\). Then

\[
2\langle x,y\rangle-S(y)=\sum_k(2g_kc_k-w_k^2c_k^2)
=\alpha-\sum_kw_k^2\left(c_k-\frac{g_k}{w_k^2}\right)^2.
\]

The maximum is \(\alpha\), reached at \(c_k=g_k/w_k^2\). Completing the square in the bare basis gives the same functional as

\[
2\langle x,y\rangle-S(y)=\alpha_0-\sum_i\omega_i\left(y_i-\frac{x_i}{\omega_i}\right)^2-2\langle y,Ky\rangle.
\]

Both subtracted terms are nonnegative, so \(\alpha\le\alpha_0\). The trial response \(y=D^{-1}x\) gives the lower bound. If \(\alpha=\alpha_0\), both subtracted terms vanish at the maximiser; the first forces \(y=D^{-1}x\), and the second then says that its kernel energy is zero. Conversely, zero kernel energy makes the two bounds coincide.

For a stronger kernel \(K'\), the functional is no larger at any \(y\), so neither is its maximum.

## Two coupled transitions in numbers

Let \(\omega_1=\omega_2=1\) and

\[
K=\frac1{25}\begin{pmatrix}36&48\\48&64\end{pmatrix},\qquad
\langle y,Ky\rangle=\frac4{25}(3y_1+4y_2)^2.
\]

The modes are \((3/5,4/5)\) with \(w=3\) and \((-4/5,3/5)\) with \(w=1\). For \(x=(1,0)\), the strengths are \(9/25\) and \(16/25\), hence

\[
\alpha=\frac{9/25}{9}+\frac{16/25}{1}=\frac{17}{25}<1=\alpha_0.
\]

For \(x=(-4/5,3/5)\), the kernel energy of \(D^{-1}x=x\) is zero, and \(\alpha=\alpha_0=1\).

## The Lean file

```lean
import Mathlib

open Matrix

namespace KernelScreening

noncomputable section

variable {n : Type*} [Fintype n] [DecidableEq n]

/-- The vector `D^(1/2) y`, where `D` is the diagonal matrix of bare excitation energies `ω`. -/
def rootScale (ω y : n → ℝ) : n → ℝ := fun i => Real.sqrt (ω i) * y i

/-- The Casida matrix `D² + 2 D^(1/2) K D^(1/2)` of bare energies `ω` and interaction kernel `K`. -/
def casida (ω : n → ℝ) (K : Matrix n n ℝ) : Matrix n n ℝ :=
  diagonal (fun i => ω i ^ 2) +
    (2 : ℝ) • (diagonal (fun i => Real.sqrt (ω i)) * K * diagonal (fun i => Real.sqrt (ω i)))

/-- The quadratic form of `D + 2K`: the energy cost of a response `y`. -/
def stiffness (ω : n → ℝ) (K : Matrix n n ℝ) (y : n → ℝ) : ℝ :=
  ∑ i, ω i * y i ^ 2 + 2 * (y ⬝ᵥ K *ᵥ y)

/-- The columns of `F` are orthonormal eigenvectors of the Casida matrix, with eigenvalues
the squares of the excitation energies `w`. -/
structure IsModes (ω : n → ℝ) (K F : Matrix n n ℝ) (w : n → ℝ) : Prop where
  orth : Fᵀ * F = 1
  eig : casida ω K * F = F * diagonal (fun k => w k ^ 2)

/-- The oscillator strength `⟨F_k, D^(1/2) x⟩²` of mode `k` for the transition dipole `x`. -/
def oscStrength (ω : n → ℝ) (F : Matrix n n ℝ) (x : n → ℝ) (k : n) : ℝ :=
  ((Fᵀ *ᵥ rootScale ω x) k) ^ 2

/-- The static polarizability `∑ f_k / w_k²`, for nonzero excitation energies `w`. -/
def polarizability (ω : n → ℝ) (F : Matrix n n ℝ) (w x : n → ℝ) : ℝ :=
  ∑ k, oscStrength ω F x k / w k ^ 2

variable {ω w : n → ℝ} {K F : Matrix n n ℝ}

/-- For positive bare energies, the Casida quadratic form at `v` is the stiffness
at `D^(1/2) v`. -/
theorem casida_form (hω : ∀ i, 0 < ω i) (v : n → ℝ) :
    v ⬝ᵥ casida ω K *ᵥ v = stiffness ω K (rootScale ω v) := by
  have hs : diagonal (fun i => Real.sqrt (ω i)) *ᵥ v = rootScale ω v := by
    ext i
    simp [mulVec_diagonal, rootScale]
  have hv : casida ω K *ᵥ v = fun i =>
      ω i ^ 2 * v i + 2 * (Real.sqrt (ω i) * (K *ᵥ rootScale ω v) i) := by
    rw [casida, add_mulVec, smul_mulVec, ← mulVec_mulVec, ← mulVec_mulVec, hs]
    ext i
    simp [mulVec_diagonal, -Matrix.mulVec_mulVec]
  have hd : rootScale ω v ⬝ᵥ K *ᵥ rootScale ω v
      = ∑ i, rootScale ω v i * (K *ᵥ rootScale ω v) i := rfl
  rw [hv, stiffness, hd, Finset.mul_sum, ← Finset.sum_add_distrib]
  refine Finset.sum_congr rfl fun i _ => ?_
  have h := Real.sq_sqrt (hω i).le
  have hr : rootScale ω v i = Real.sqrt (ω i) * v i := rfl
  rw [hr]
  linear_combination (-(ω i * v i ^ 2)) * h

/-- Scalar products can be evaluated from the components along the modes. -/
theorem parseval (h : IsModes ω K F w) (u v : n → ℝ) :
    u ⬝ᵥ v = (Fᵀ *ᵥ u) ⬝ᵥ (Fᵀ *ᵥ v) := by
  have hF : F * Fᵀ = 1 := mul_eq_one_comm.mp h.orth
  rw [dotProduct_mulVec, vecMul_transpose, mulVec_mulVec, hF, one_mulVec]

/-- For positive bare energies, the modes decouple the stiffness into independent oscillators. -/
theorem stiffness_modes (hω : ∀ i, 0 < ω i) (h : IsModes ω K F w) (v : n → ℝ) :
    stiffness ω K (rootScale ω v) = ∑ k, w k ^ 2 * ((Fᵀ *ᵥ v) k) ^ 2 := by
  have hF : F * Fᵀ = 1 := mul_eq_one_comm.mp h.orth
  have hc : Fᵀ * casida ω K = diagonal (fun k => w k ^ 2) * Fᵀ := by
    calc Fᵀ * casida ω K = Fᵀ * (casida ω K * F) * Fᵀ := by
          rw [Matrix.mul_assoc, Matrix.mul_assoc, hF, Matrix.mul_one]
      _ = diagonal (fun k => w k ^ 2) * Fᵀ := by
          rw [h.eig, ← Matrix.mul_assoc Fᵀ, h.orth, Matrix.one_mul]
  rw [← casida_form hω, parseval h, mulVec_mulVec, hc, ← mulVec_mulVec]
  refine Finset.sum_congr rfl fun k _ => ?_
  rw [mulVec_diagonal]
  ring

/-- With positive bare energies and a positive semidefinite kernel, every squared excitation
energy is positive. -/
theorem frequency_sq_pos (hω : ∀ i, 0 < ω i) (hK : ∀ y, 0 ≤ y ⬝ᵥ K *ᵥ y)
    (h : IsModes ω K F w) (k : n) : 0 < w k ^ 2 := by
  -- test the stiffness on the k-th mode itself
  obtain ⟨v, hv⟩ : ∃ v, Fᵀ *ᵥ v = Pi.single k (1 : ℝ) :=
    ⟨F *ᵥ Pi.single k 1, by rw [mulVec_mulVec, h.orth, one_mulVec]⟩
  have hE := stiffness_modes hω h v
  have hsum : ∑ l, w l ^ 2 * ((Pi.single k (1 : ℝ) : n → ℝ) l) ^ 2 = w k ^ 2 := by
    rw [Finset.sum_eq_single k]
    · simp
    · intro l _ hl
      simp [hl]
    · simp
  rw [hv, hsum] at hE
  have hv0 : v ≠ 0 := by
    intro h0
    have := congrFun hv k
    simp [h0] at this
  obtain ⟨i, hi⟩ := Function.ne_iff.mp hv0
  have hi' : v i ≠ 0 := hi
  have hpos : 0 < ∑ j, ω j * rootScale ω v j ^ 2 := by
    refine Finset.sum_pos' (fun j _ => mul_nonneg (hω j).le (sq_nonneg _))
      ⟨i, Finset.mem_univ i, mul_pos (hω i) ?_⟩
    have hne : rootScale ω v i ≠ 0 := mul_ne_zero (Real.sqrt_pos.mpr (hω i)).ne' hi'
    positivity
  have := hK (rootScale ω v)
  rw [← hE, stiffness]
  linarith

/-- Variational principle: for positive bare energies and a positive semidefinite kernel, the
static polarizability is the greatest value of `2⟨x,y⟩ - ⟨y,(D+2K)y⟩` over responses `y`. -/
theorem polarizability_isGreatest (hω : ∀ i, 0 < ω i) (hK : ∀ y, 0 ≤ y ⬝ᵥ K *ᵥ y)
    (h : IsModes ω K F w) (x : n → ℝ) :
    IsGreatest (Set.range fun y => 2 * (x ⬝ᵥ y) - stiffness ω K y)
      (polarizability ω F w x) := by
  have hdot : ∀ v, x ⬝ᵥ rootScale ω v = rootScale ω x ⬝ᵥ v := fun v =>
    Finset.sum_congr rfl fun i _ => by simp only [rootScale]; ring
  -- in the modes the functional is a sum of independent parabolas
  have key : ∀ v, 2 * (x ⬝ᵥ rootScale ω v) - stiffness ω K (rootScale ω v) =
      ∑ k, (2 * ((Fᵀ *ᵥ rootScale ω x) k * (Fᵀ *ᵥ v) k) - w k ^ 2 * ((Fᵀ *ᵥ v) k) ^ 2) := by
    intro v
    rw [hdot, parseval h, stiffness_modes hω h, Finset.sum_sub_distrib, ← Finset.mul_sum]
    rfl
  constructor
  · refine ⟨rootScale ω (F *ᵥ fun k => (Fᵀ *ᵥ rootScale ω x) k / w k ^ 2), ?_⟩
    refine (key _).trans (Finset.sum_congr rfl fun k _ => ?_)
    have hw : w k ≠ 0 := fun h0 => by
      have := frequency_sq_pos hω hK h k
      simp [h0] at this
    rw [mulVec_mulVec, h.orth, one_mulVec, oscStrength]
    field_simp
    ring
  · rintro _ ⟨y, rfl⟩
    have hy : rootScale ω (fun i => y i / Real.sqrt (ω i)) = y := by
      ext i
      have := (Real.sqrt_pos.mpr (hω i)).ne'
      simp only [rootScale]
      field_simp
    show 2 * (x ⬝ᵥ y) - stiffness ω K y ≤ polarizability ω F w x
    rw [← hy, key]
    refine Finset.sum_le_sum fun k _ => ?_
    rw [oscStrength, le_div_iff₀ (frequency_sq_pos hω hK h k)]
    nlinarith [sq_nonneg ((Fᵀ *ᵥ rootScale ω x) k -
      w k ^ 2 * (Fᵀ *ᵥ fun i => y i / Real.sqrt (ω i)) k)]

omit [DecidableEq n] in
/-- Completing the square about the bare response `D⁻¹x`, for positive bare energies. -/
theorem complete_square (hω : ∀ i, 0 < ω i) (x y : n → ℝ) :
    2 * (x ⬝ᵥ y) - stiffness ω K y =
      ∑ i, x i ^ 2 / ω i - ∑ i, ω i * (y i - x i / ω i) ^ 2 - 2 * (y ⬝ᵥ K *ᵥ y) := by
  have hi : ∀ i, ω i * (y i - x i / ω i) ^ 2 =
      ω i * y i ^ 2 - 2 * (x i * y i) + x i ^ 2 / ω i := by
    intro i
    have := (hω i).ne'
    field_simp
    ring
  have hx : x ⬝ᵥ y = ∑ i, x i * y i := rfl
  rw [Finset.sum_congr rfl (fun i _ => hi i), Finset.sum_add_distrib,
    Finset.sum_sub_distrib, ← Finset.mul_sum, hx, stiffness]
  ring

/-- Screening: for positive bare energies and a positive semidefinite kernel, the static
polarizability is at most its bare value `⟨x,D⁻¹x⟩`, and it falls below that value by at most
twice the kernel energy of the bare response `D⁻¹x`. -/
theorem screening (hω : ∀ i, 0 < ω i) (hK : ∀ y, 0 ≤ y ⬝ᵥ K *ᵥ y)
    (h : IsModes ω K F w) (x : n → ℝ) :
    ∑ i, x i ^ 2 / ω i - 2 * ((fun i => x i / ω i) ⬝ᵥ K *ᵥ (fun i => x i / ω i))
        ≤ polarizability ω F w x ∧
      polarizability ω F w x ≤ ∑ i, x i ^ 2 / ω i := by
  obtain ⟨⟨y, hy⟩, hub⟩ := polarizability_isGreatest hω hK h x
  constructor
  · have h1 := hub ⟨fun i => x i / ω i, rfl⟩
    simpa [complete_square hω] using h1
  · have h2 := (complete_square (K := K) hω x y).symm.trans hy
    have h3 : 0 ≤ ∑ i, ω i * (y i - x i / ω i) ^ 2 :=
      Finset.sum_nonneg fun i _ => mul_nonneg (hω i).le (sq_nonneg _)
    linarith [hK y]

/-- For positive bare energies and a positive semidefinite kernel, screening is absent exactly
when the bare response `D⁻¹x` has zero kernel energy. -/
theorem screening_eq_iff (hω : ∀ i, 0 < ω i) (hK : ∀ y, 0 ≤ y ⬝ᵥ K *ᵥ y)
    (h : IsModes ω K F w) (x : n → ℝ) :
    polarizability ω F w x = ∑ i, x i ^ 2 / ω i ↔
      (fun i => x i / ω i) ⬝ᵥ K *ᵥ (fun i => x i / ω i) = 0 := by
  constructor
  · intro he
    obtain ⟨⟨y, hy⟩, -⟩ := polarizability_isGreatest hω hK h x
    have h2 := (complete_square (K := K) hω x y).symm.trans hy
    have hn : ∀ i ∈ Finset.univ, 0 ≤ ω i * (y i - x i / ω i) ^ 2 :=
      fun i _ => mul_nonneg (hω i).le (sq_nonneg _)
    have h3 := Finset.sum_nonneg hn
    have h4 := hK y
    have h5 : ∑ i, ω i * (y i - x i / ω i) ^ 2 = 0 := by linarith
    -- the optimal response must be the bare one
    have hyx : y = fun i => x i / ω i := by
      ext i
      have h6 := (Finset.sum_eq_zero_iff_of_nonneg hn).mp h5 i (Finset.mem_univ i)
      have h7 := (mul_eq_zero.mp h6).resolve_left (hω i).ne'
      exact sub_eq_zero.mp (pow_eq_zero_iff two_ne_zero |>.mp h7)
    rw [← hyx]
    linarith
  · intro h0
    obtain ⟨hl, hu⟩ := screening hω hK h x
    rw [h0] at hl
    linarith

/-- For positive bare energies, strengthening a positive semidefinite kernel `K` to `K'`
cannot increase the static polarizability. -/
theorem polarizability_antitone {K' F' : Matrix n n ℝ} {w' : n → ℝ} (hω : ∀ i, 0 < ω i)
    (hK : ∀ y, 0 ≤ y ⬝ᵥ K *ᵥ y) (hKK' : ∀ y, y ⬝ᵥ K *ᵥ y ≤ y ⬝ᵥ K' *ᵥ y)
    (h : IsModes ω K F w) (h' : IsModes ω K' F' w') (x : n → ℝ) :
    polarizability ω F' w' x ≤ polarizability ω F w x := by
  obtain ⟨⟨y, hy⟩, -⟩ :=
    polarizability_isGreatest hω (fun y => (hK y).trans (hKK' y)) h' x
  have h1 : 2 * (x ⬝ᵥ y) - stiffness ω K y ≤ polarizability ω F w x :=
    (polarizability_isGreatest hω hK h x).2 ⟨y, rfl⟩
  have h2 : 2 * (x ⬝ᵥ y) - stiffness ω K' y = polarizability ω F' w' x := hy
  have h3 := hKK' y
  simp only [stiffness] at h1 h2
  linarith

/-- Two transitions of unit bare energy, coupled by a positive semidefinite kernel, have modes
with excitation energies 3 and 1. -/
theorem isModes_witness :
    (∀ y : Fin 2 → ℝ, 0 ≤ y ⬝ᵥ !![36/25, 48/25; 48/25, 64/25] *ᵥ y) ∧
      IsModes (fun _ : Fin 2 => (1 : ℝ)) !![36/25, 48/25; 48/25, 64/25]
        !![3/5, -4/5; 4/5, 3/5] ![3, 1] := by
  refine ⟨fun y => ?_, ?_, ?_⟩
  · simp only [dotProduct, mulVec, Fin.sum_univ_two, of_apply, cons_val_zero, cons_val_one]
    nlinarith [sq_nonneg (3 * y 0 + 4 * y 1)]
  · ext i j
    fin_cases i <;> fin_cases j <;> norm_num [Matrix.mul_apply, Fin.sum_univ_two]
  · ext i j
    fin_cases i <;> fin_cases j <;>
      norm_num [casida, Matrix.mul_apply, Fin.sum_univ_two, diagonal_apply]

end

end KernelScreening
```

```lean
#print axioms KernelScreening.screening_eq_iff
#print axioms KernelScreening.polarizability_antitone
```

```
'KernelScreening.screening_eq_iff' depends on axioms: [propext, Classical.choice, Quot.sound]
'KernelScreening.polarizability_antitone' depends on axioms: [propext, Classical.choice, Quot.sound]
```

## How the lemmas fit together

`casida_form` is the first identity of the derivation; its closing `linear_combination` uses \((\sqrt{\omega_i})^2=\omega_i\). `parseval` turns \(F^TF=1\) into \(FF^T=1\), which holds for square matrices, and so expresses scalar products in mode components. `stiffness_modes` combines the two to diagonalise \(S\).

`frequency_sq_pos` tests the stiffness on one mode, built as \(F\) applied to a unit vector. This makes the divisions by \(w_k^2\) legitimate.

In `polarizability_isGreatest`, the identity `key` writes the functional as a sum of independent parabolas. The first half supplies the maximiser explicitly. The second writes an arbitrary \(y\) as \(D^{1/2}v\) with \(v_i=y_i/\sqrt{\omega_i}\) and bounds each parabola; `nlinarith` receives the square \((g_k-w_k^2c_k)^2\ge0\).

`complete_square` is the bare-basis identity. `screening` evaluates it at the bare response for the lower bound and at the maximiser for the upper one. `screening_eq_iff` uses the fact that a vanishing sum of nonnegative terms has only zero terms. `polarizability_antitone` inserts the maximiser for \(K'\) into the functional for \(K\).

Finally, `isModes_witness` checks the kernel and modes of the two-transition example, where Lean's indices 0 and 1 stand for 1 and 2 above.
